# A Hermitian n × n matrix with level degeneracies m_μ has n² − Σ m_μ² independent Goldstone directions under U(n)

Q: Suppose the energy is invariant under all of $U(n)$, a mean-field order parameter breaks that symmetry, and I expect one flat direction of the energy per generator. For a rank-one projector on two levels I look for four, the symmetry supplies two, and I hunt for a bug that isn't there. Can a theorem about matrices settle the right number?

A: It settles how many independent ways the symmetry can move the order parameter. Let $H$ be that order parameter, a Hermitian $n\times n$ matrix, and let $A$ be a Hermitian generator. The rotated matrix is $H(t)=e^{itA}He^{-itA}$. By the product rule,

$$\dot H(0)=iAH-HiA=i(AH-HA).$$

The first theorem proves this in any complex Banach algebra, which includes complex matrices with an operator norm. The proof differentiates each exponential, multiplies, and sets $t=0$. The later proofs don't use it; it justifies the definition that comes next.

In Lean 4 with Mathlib:

```lean
import Mathlib

open Matrix

namespace GoldstoneCounting

/-- In a complex Banach algebra, the curve `exp(itA) H exp(-itA)` has velocity `i(AH - HA)`
at `t = 0`. -/
theorem hasDerivAt_orbit {𝔸 : Type*} [NormedRing 𝔸] [NormedAlgebra ℂ 𝔸] [CompleteSpace 𝔸]
    (A H : 𝔸) :
    HasDerivAt (fun t : ℝ => NormedSpace.exp (t • (Complex.I • A)) * H *
      NormedSpace.exp (t • (-(Complex.I • A)))) (Complex.I • (A * H - H * A)) 0 := by
  have h1 := hasDerivAt_exp_smul_const (Complex.I • A) (0 : ℝ)
  have h2 := hasDerivAt_exp_smul_const (-(Complex.I • A)) (0 : ℝ)
  refine ((h1.mul_const H).fun_mul h2).congr_deriv ?_
  simp only [zero_smul, NormedSpace.exp_zero, one_mul, mul_one, mul_neg, smul_mul_assoc,
    mul_smul_comm, smul_sub]
  abel
```

Q: And what is being counted?

A: The real dimension of the set of all such velocities. `goldstoneSpace H` is that set, with proofs that it is closed under addition and real scaling. I call its members Goldstone directions; they are matrices, not particles. In the code `n` is the finite set of basis labels, and the textbook number $n$ is `Fintype.card n`.

```lean
variable {n : Type*} [Fintype n] [DecidableEq n]

/-- The real vector space of Goldstone directions `i(AH - HA)` of `H`, with `A` running over
the Hermitian generators. -/
def goldstoneSpace (H : Matrix n n ℂ) : Submodule ℝ (Matrix n n ℂ) where
  carrier := {X | ∃ A : Matrix n n ℂ, A.IsHermitian ∧ X = Complex.I • (A * H - H * A)}
  zero_mem' := ⟨0, Matrix.isHermitian_zero, by simp⟩
  add_mem' := by
    rintro _ _ ⟨A, hA, rfl⟩ ⟨B, hB, rfl⟩
    refine ⟨A + B, hA.add hB, ?_⟩
    rw [← smul_add]
    congr 1
    noncomm_ring
  smul_mem' := by
    rintro c _ ⟨A, hA, rfl⟩
    refine ⟨c • A, ?_, ?_⟩
    · change (c • A)ᴴ = c • A
      rw [conjTranspose_smul, hA.eq, star_trivial]
    · rw [smul_mul_assoc, mul_smul_comm, ← smul_sub, smul_comm]
```

The other ingredient is the degeneracy $m_\mu$, the number of eigenbasis members with eigenvalue $\mu$.

```lean
/-- The number of members of a family of levels `e` that have energy `μ`. -/
noncomputable def degeneracy (e : n → ℝ) (μ : ℝ) : ℕ :=
  (Finset.univ.filter fun i => e i = μ).card
```

Q: Why should degeneracy reduce the count?

A: Go to an eigenbasis. Write $H=UDU^\dagger$, with $U$ unitary and $D$ diagonal with real entries $e_i$. I call them energies, as the code does, but they are eigenvalues of the order parameter; for a one-particle density matrix they are occupation numbers. Put $\tilde A=U^\dagger AU$ and $\tilde X=U^\dagger\, i(AH-HA)\,U$. Then

$$\tilde X_{ij}=i(\tilde A D-D\tilde A)_{ij}=i(e_j-e_i)\tilde A_{ij}.$$

Between states of equal energy the element vanishes, whatever the generator. `goldstone_matrix_element` is this formula, obtained by moving $H$ past $U$ and $U^\dagger$; `conj_cancel` undoes a change of basis.

```lean
/-- If `VU = 1`, a change of basis by `U` and `V` is undone by the reverse change. -/
theorem conj_cancel {U V : Matrix n n ℂ} (h : V * U = 1) (Y : Matrix n n ℂ) :
    V * (U * Y * V) * U = Y := by
  calc _ = (V * U) * Y * (V * U) := by simp only [mul_assoc]
    _ = Y := by rw [h, one_mul, mul_one]

/-- In an eigenbasis `U` of `H` with energies `e`, the matrix elements of `i(AH - HA)` are those
of `A` times `i` and the energy difference. -/
theorem goldstone_matrix_element {H U : Matrix n n ℂ} {e : n → ℝ} (hU : U ∈ unitaryGroup n ℂ)
    (hH : H = U * diagonal (fun i => (e i : ℂ)) * Uᴴ) (A : Matrix n n ℂ) (i j : n) :
    (Uᴴ * (Complex.I • (A * H - H * A)) * U) i j
      = Complex.I * (((e j : ℂ) - e i) * (Uᴴ * A * U) i j) := by
  have h1 : Uᴴ * U = 1 := mem_unitaryGroup_iff'.1 hU
  have hHU : H * U = U * diagonal (fun i => (e i : ℂ)) := by rw [hH, mul_assoc, h1, mul_one]
  have hUH : Uᴴ * H = diagonal (fun i => (e i : ℂ)) * Uᴴ := by
    rw [hH, ← mul_assoc, ← mul_assoc, h1, one_mul]
  have key : Uᴴ * (Complex.I • (A * H - H * A)) * U = Complex.I •
      ((Uᴴ * A * U) * diagonal (fun i => (e i : ℂ))
        - diagonal (fun i => (e i : ℂ)) * (Uᴴ * A * U)) := by
    calc _ = Complex.I • (Uᴴ * A * (H * U) - (Uᴴ * H) * A * U) := by
          rw [Matrix.mul_smul, Matrix.smul_mul]
          congr 1
          noncomm_ring
      _ = _ := by rw [hHU, hUH]; simp only [mul_assoc]
  rw [key, Matrix.smul_apply, Matrix.sub_apply, mul_diagonal, diagonal_mul, smul_eq_mul]
  ring
```

Q: The remaining elements are complex, and $\tilde X$ is Hermitian. How do you avoid counting twice?

A: Assign one real number to each ordered pair with $e_i\neq e_j$:

$$x_{ij}=\operatorname{Re}\tilde X_{ij}+\operatorname{Im}\tilde X_{ij}=(e_j-e_i)(\operatorname{Re}\tilde A_{ij}-\operatorname{Im}\tilde A_{ij}).$$

Hermiticity gives $x_{ji}=\operatorname{Re}\tilde X_{ij}-\operatorname{Im}\tilde X_{ij}$, so $x_{ij}$ and $x_{ji}$ together fix the complex element. If all $x_{ij}$ vanish, so does $\tilde X$.

Conversely, any real values $f_{ij}$ can be reached. Set $q_{ij}=f_{ij}/(e_j-e_i)$ for different energies and $q_{ij}=0$ otherwise, and take

$$\tilde A_{ij}=\frac{q_{ij}+q_{ji}}2+i\,\frac{q_{ji}-q_{ij}}2.$$

This matrix is Hermitian, and $\operatorname{Re}\tilde A_{ij}-\operatorname{Im}\tilde A_{ij}=q_{ij}$, so $x_{ij}=f_{ij}$. The dimension $d$ is therefore the number of ordered pairs with different energies.

In the proof, `Φ` is the map to the numbers $x_{ij}$, `hΦ` is the formula above, `hinj` recovers the complex element from the two orderings, and `hsurj` builds the generator, called `B` in the eigenbasis.

```lean
/-- If the unitary `U` diagonalises `H` with real energies `e`, the number of independent Goldstone
directions is the number of ordered pairs of columns of `U` with different energies. -/
theorem finrank_eq_card_pairs {H U : Matrix n n ℂ} {e : n → ℝ} (hU : U ∈ unitaryGroup n ℂ)
    (hH : H = U * diagonal (fun i => (e i : ℂ)) * Uᴴ) :
    Module.finrank ℝ (goldstoneSpace H) =
      (Finset.univ.filter fun p : n × n => e p.1 ≠ e p.2).card := by
  -- real plus imaginary part of each element: one real number per ordered pair
  let Φ : goldstoneSpace H →ₗ[ℝ] ({p : n × n // e p.1 ≠ e p.2} → ℝ) :=
    { toFun := fun X p => ((Uᴴ * X.1 * U) p.1.1 p.1.2).re + ((Uᴴ * X.1 * U) p.1.1 p.1.2).im
      map_add' := by
        intro X Y
        ext p
        simp only [Submodule.coe_add, Matrix.mul_add, Matrix.add_mul, Matrix.add_apply,
          Complex.add_re, Complex.add_im, Pi.add_apply]
        ring
      map_smul' := by
        intro c X
        ext p
        simp only [Submodule.coe_smul, Matrix.mul_smul, Matrix.smul_mul, Matrix.smul_apply,
          Complex.smul_re, Complex.smul_im, Pi.smul_apply, smul_eq_mul, RingHom.id_apply]
        ring }
  have hΦ : ∀ (A : Matrix n n ℂ) (hA : A.IsHermitian) (p : {p : n × n // e p.1 ≠ e p.2}),
      Φ ⟨Complex.I • (A * H - H * A), ⟨A, hA, rfl⟩⟩ p = (e p.1.2 - e p.1.1) *
        (((Uᴴ * A * U) p.1.1 p.1.2).re - ((Uᴴ * A * U) p.1.1 p.1.2).im) := by
    intro A hA p
    change ((Uᴴ * (Complex.I • (A * H - H * A)) * U) p.1.1 p.1.2).re
      + ((Uᴴ * (Complex.I • (A * H - H * A)) * U) p.1.1 p.1.2).im = _
    rw [goldstone_matrix_element hU hH]
    simp only [Complex.mul_re, Complex.mul_im, Complex.I_re, Complex.I_im, Complex.sub_re,
      Complex.sub_im, Complex.ofReal_re, Complex.ofReal_im]
    ring
  have hinj : Function.Injective Φ := by
    refine (injective_iff_map_eq_zero Φ).2 ?_
    rintro ⟨_, A, hA, rfl⟩ hX
    have hz : Uᴴ * (Complex.I • (A * H - H * A)) * U = 0 := by
      ext i j
      rw [goldstone_matrix_element hU hH, Matrix.zero_apply]
      by_cases h : e i = e j
      · simp [h]
      · have a : (e j - e i) * (((Uᴴ * A * U) i j).re - ((Uᴴ * A * U) i j).im) = 0 :=
          (hΦ A hA ⟨(i, j), h⟩).symm.trans (congrFun hX _)
        have b : (e i - e j) * (((Uᴴ * A * U) j i).re - ((Uᴴ * A * U) j i).im) = 0 :=
          (hΦ A hA ⟨(j, i), Ne.symm h⟩).symm.trans (congrFun hX _)
        rw [← (isHermitian_conjTranspose_mul_mul U hA).apply j i] at b
        simp only [Complex.star_def, Complex.conj_re, Complex.conj_im] at b
        have a' := (mul_eq_zero.1 a).resolve_left (sub_ne_zero.2 (Ne.symm h))
        have b' := (mul_eq_zero.1 b).resolve_left (sub_ne_zero.2 h)
        have h0 : (Uᴴ * A * U) i j = 0 :=
          Complex.ext (by rw [Complex.zero_re]; linarith) (by rw [Complex.zero_im]; linarith)
        rw [h0, mul_zero, mul_zero]
    apply Subtype.ext
    change Complex.I • (A * H - H * A) = 0
    have h2 : U * Uᴴ = 1 := mem_unitaryGroup_iff.1 hU
    rw [← conj_cancel h2 (Complex.I • (A * H - H * A)), hz, mul_zero, zero_mul]
  have hsurj : Function.Surjective Φ := by
    intro f
    -- the generator is obtained by dividing by the energy differences
    let q : n → n → ℝ := fun i j => if h : e i ≠ e j then f ⟨(i, j), h⟩ / (e j - e i) else 0
    let B : Matrix n n ℂ := Matrix.of fun i j => ⟨(q i j + q j i) / 2, (q j i - q i j) / 2⟩
    have hB : B.IsHermitian := by
      ext i j
      apply Complex.ext
      · change (q j i + q i j) / 2 = (q i j + q j i) / 2; ring
      · change -((q i j - q j i) / 2) = (q j i - q i j) / 2; ring
    refine ⟨⟨_, U * B * Uᴴ, isHermitian_mul_mul_conjTranspose U hB, rfl⟩, ?_⟩
    ext p
    refine (hΦ _ (isHermitian_mul_mul_conjTranspose U hB) p).trans ?_
    have h1 : Uᴴ * U = 1 := mem_unitaryGroup_iff'.1 hU
    rw [conj_cancel h1 B]
    have hq : q p.1.1 p.1.2 = f p / (e p.1.2 - e p.1.1) := dif_pos p.2
    have hd : e p.1.2 - e p.1.1 ≠ 0 := sub_ne_zero.2 (Ne.symm p.2)
    calc _ = (e p.1.2 - e p.1.1) * ((q p.1.1 p.1.2 + q p.1.2 p.1.1) / 2
          - (q p.1.2 p.1.1 - q p.1.1 p.1.2) / 2) := rfl
      _ = (e p.1.2 - e p.1.1) * q p.1.1 p.1.2 := by ring
      _ = f p := by rw [hq]; field_simp
  rw [(LinearEquiv.ofBijective Φ ⟨hinj, hsurj⟩).finrank_eq,
    Module.finrank_fintype_fun_eq_card, Fintype.card_subtype]
```

Q: That is a count of pairs. Where does $n^2-\sum m_\mu^2$ come from?

A: There are $n^2$ ordered pairs in all. A level of degeneracy $m_\mu$ contributes $m_\mu^2$ pairs of equal energy, so

$$d+\sum_\mu m_\mu^2=n^2.$$

`goldstone_count` says this for every Hermitian $H$. `Module.finrank ℝ` is the real dimension, and the sum runs over `Finset.univ.image hH.eigenvalues`, which lists each distinct eigenvalue once. The sum form avoids subtraction of natural numbers. The spectral theorem supplies $U$, `hpairs` sorts the equal-energy pairs by level, and `hone` says that each pair has either equal or different energies.

```lean
/-- A Hermitian matrix is diagonalised by a unitary, with its eigenvalues on the diagonal. -/
theorem exists_eigenbasis {H : Matrix n n ℂ} (hH : H.IsHermitian) :
    ∃ U ∈ unitaryGroup n ℂ, H = U * diagonal (fun i => (hH.eigenvalues i : ℂ)) * Uᴴ := by
  refine ⟨hH.eigenvectorUnitary, hH.eigenvectorUnitary.2, ?_⟩
  have h := hH.spectral_theorem
  rw [Unitary.conjStarAlgAut_apply] at h
  exact h

/-- Goldstone counting: for a Hermitian `n × n` matrix, the number of independent Goldstone
directions plus the sum of the squared degeneracies of its distinct eigenvalues is `n²`. -/
theorem goldstone_count {H : Matrix n n ℂ} (hH : H.IsHermitian) :
    Module.finrank ℝ (goldstoneSpace H) +
      ∑ μ ∈ Finset.univ.image hH.eigenvalues, degeneracy hH.eigenvalues μ ^ 2
        = Fintype.card n ^ 2 := by
  obtain ⟨U, hU, hUH⟩ := exists_eigenbasis hH
  rw [finrank_eq_card_pairs hU hUH]
  generalize hH.eigenvalues = e
  -- pairs of equal energy, sorted by their common energy
  have hpairs : ∑ μ ∈ Finset.univ.image e, degeneracy e μ ^ 2
      = (Finset.univ.filter fun p : n × n => e p.1 = e p.2).card := by
    rw [Finset.card_eq_sum_card_fiberwise (f := fun p : n × n => e p.1)
      (t := Finset.univ.image e) (fun p _ => by simp)]
    refine Finset.sum_congr rfl fun μ _ => ?_
    rw [degeneracy, sq, ← Finset.card_product]
    congr 1
    ext ⟨i, j⟩
    simp only [Finset.mem_filter, Finset.mem_univ, true_and, Finset.mem_product]
    constructor <;> rintro ⟨a, b⟩ <;> constructor <;> linarith
  have hone : ∀ p : n × n,
      ((if e p.1 ≠ e p.2 then 1 else 0) + (if e p.1 = e p.2 then 1 else 0) : ℕ) = 1 := by
    intro p
    by_cases h : e p.1 = e p.2 <;> simp [h]
  rw [hpairs, Finset.card_filter, Finset.card_filter, ← Finset.sum_add_distrib,
    Finset.sum_congr rfl fun p _ => hone p]
  simp [Fintype.card_prod, sq]
```

Q: My order parameter is usually a density matrix. What happens then?

A: For a single Slater determinant, written in a finite orthonormal basis of spin orbitals, the one-particle density matrix is a projector $P$ whose rank $N$ is the number of occupied spin orbitals. From $P^2=P$ we get $e_i^2=e_i$, so each eigenvalue is 0 or 1, and $N$ of them are 1. Pairs of different eigenvalue are occupied–empty or empty–occupied:

$$d=N(n-N)+(n-N)N=2N(n-N).$$

These are the real and imaginary parts of the occupied–virtual rotations in orbital optimisation. There the energy is usually not invariant under all of $U(n)$ and generally changes along them, so the count is one of independent rotations, not of flat directions. `goldstone_count_projector` states the formula in the integers, with `P.rank` for $N$. In its proof `h01` finds the eigenvalues and `hsplit` separates the two kinds of pair.

```lean
/-- For a Hermitian idempotent `P` of rank `N` on an `n`-dimensional space, the number of
independent Goldstone directions is `2N(n - N)`. -/
theorem goldstone_count_projector {P : Matrix n n ℂ} (hP : P.IsHermitian) (hPP : P * P = P) :
    (Module.finrank ℝ (goldstoneSpace P) : ℤ)
      = 2 * P.rank * ((Fintype.card n : ℤ) - P.rank) := by
  obtain ⟨U, hU, hUP⟩ := exists_eigenbasis hP
  rw [finrank_eq_card_pairs hU hUP, hP.rank_eq_card_non_zero_eigs, Fintype.card_subtype]
  generalize hP.eigenvalues = e at hUP ⊢
  -- the eigenvalues are 0 or 1
  have hD : Uᴴ * P * U = diagonal (fun i => (e i : ℂ)) := by
    rw [hUP]
    exact conj_cancel (mem_unitaryGroup_iff'.1 hU) _
  have hDD : diagonal (fun i => (e i : ℂ)) * diagonal (fun i => (e i : ℂ))
      = diagonal (fun i => (e i : ℂ)) := by
    rw [← hD]
    calc _ = Uᴴ * P * (U * Uᴴ) * P * U := by simp only [mul_assoc]
      _ = Uᴴ * (P * P) * U := by
        have h2 : U * Uᴴ = 1 := mem_unitaryGroup_iff.1 hU
        rw [h2, mul_one]; simp only [mul_assoc]
      _ = _ := by rw [hPP]
  have h01 : ∀ i, e i = 0 ∨ e i = 1 := by
    intro i
    have h := congrFun (congrFun hDD i) i
    rw [diagonal_mul_diagonal, diagonal_apply_eq, diagonal_apply_eq] at h
    have h' : e i * e i = e i := by exact_mod_cast h
    have h'' : e i * (e i - 1) = 0 := by linarith
    exact (mul_eq_zero.1 h'').imp id sub_eq_zero.1
  -- pairs of different eigenvalue are occupied-empty or empty-occupied
  set S := Finset.univ.filter fun i => e i ≠ 0 with hS
  have hsplit : (Finset.univ.filter fun p : n × n => e p.1 ≠ e p.2) = S ×ˢ Sᶜ ∪ Sᶜ ×ˢ S := by
    ext ⟨i, j⟩
    rcases h01 i with hi | hi <;> rcases h01 j with hj | hj <;> simp [hS, hi, hj]
  have hdisj : Disjoint (S ×ˢ Sᶜ) (Sᶜ ×ˢ S) := by
    rw [Finset.disjoint_left]
    rintro ⟨i, j⟩ h h'
    exact (Finset.mem_compl.1 (Finset.mem_product.1 h').1) (Finset.mem_product.1 h).1
  have hc : S.card + Sᶜ.card = Fintype.card n := Finset.card_add_card_compl S
  rw [hsplit, Finset.card_union_of_disjoint hdisj, Finset.card_product, Finset.card_product, ← hc]
  push_cast
  ring
```

Q: Is $P^2=P$ doing any work, or would any Hermitian matrix of rank $N$ do?

A: Take $H=\operatorname{diag}(1,2)$. Its rank is 2, so $2N(n-N)=0$, yet its two levels are non-degenerate and $d=4-1-1=2$. What fails here is the condition that all non-zero eigenvalues be equal. That weaker condition is enough for the formula: $3P$ has the same count as $P$.

Q: I still doubt that this is Goldstone's theorem.

A: It isn't. No energy function, field or dynamics appears, so nothing is said about gapless excitations. The step left to you is the one from directions to modes. If the energy is invariant under all of $U(n)$, every direction counted here is flat; with a smaller symmetry group some may not be. The equations of motion may also join two flat directions into one mode, as in a ferromagnet, where two directions of tilt give one magnon branch.

Q: Then show me the two directions in my two-level case.

A: Take $P=\tfrac12(1+\sigma_y)$, with $\sigma_x,\sigma_y,\sigma_z$ the Pauli matrices, and $A=a_0+a_x\sigma_x+a_y\sigma_y+a_z\sigma_z$ with real coefficients. Then

$$i(AP-PA)=\tfrac i2[A,\sigma_y]=a_z\sigma_x-a_x\sigma_z.$$

The coefficients $a_0$ and $a_y$ drop out. Two directions remain, in agreement with $2\cdot1\cdot(2-1)=2$. The last theorem checks that this $P$ is a Hermitian idempotent, neither zero nor the identity, by comparing entries.

```lean
/-- The complex matrix with rows `(1/2, -i/2)` and `(i/2, 1/2)` is Hermitian and idempotent, and is
neither zero nor the identity. -/
theorem goldstone_count_projector_witness :
    let P : Matrix (Fin 2) (Fin 2) ℂ := !![1 / 2, -Complex.I / 2; Complex.I / 2, 1 / 2]
    P.IsHermitian ∧ P * P = P ∧ P ≠ 0 ∧ P ≠ 1 := by
  intro P
  refine ⟨?_, ?_, fun h => ?_, fun h => ?_⟩
  · ext i j
    fin_cases i <;> fin_cases j <;> simp [P]
  · ext i j
    fin_cases i <;> fin_cases j <;>
      simp [P, Matrix.mul_apply, Fin.sum_univ_succ, Complex.ext_iff] <;> norm_num
  · have h' := congrFun (congrFun h 0) 0
    norm_num [P] at h'
  · have h' := congrFun (congrFun h 0) 0
    norm_num [P] at h'

end GoldstoneCounting
```

```lean
#print axioms GoldstoneCounting.hasDerivAt_orbit
#print axioms GoldstoneCounting.goldstone_count
#print axioms GoldstoneCounting.goldstone_count_projector
```

```
'GoldstoneCounting.hasDerivAt_orbit' depends on axioms: [propext, Classical.choice, Quot.sound]
'GoldstoneCounting.goldstone_count' depends on axioms: [propext, Classical.choice, Quot.sound]
'GoldstoneCounting.goldstone_count_projector' depends on axioms: [propext, Classical.choice, Quot.sound]
```
